# Two phase-corrected interlaced meshes cancel the odd aliases of an absolutely convergent Fourier series

When a particle-mesh code samples a charge density on one mesh and again on a second mesh displaced by half a spacing, the two sets of samples can be compared only if the density is also defined between the mesh points. It is taken here to be a periodic Fourier series with absolutely summable amplitudes, which has a value at every real position. On a single mesh of N points, waves whose numbers differ by a multiple of N are indistinguishable. With the second mesh, half of these aliases can be removed.

## Which aliases survive

Measure the position x in mesh spacings, so that the period is N ≥ 1, and write the density as

f(x) = Σ_m c_m exp(2πi m x/N), with Σ_m |c_m| < ∞,

where m runs over all integers and the amplitudes c_m are complex. The transform of the samples on a mesh displaced by a is

F(a, k) = Σ_{j=0}^{N−1} f(j + a) exp(−2πi k j/N).

For every integer k, the two meshes together give

[F(0, k) + exp(−πi k/N) F(½, k)]/2 = N Σ_l c_{k+2lN},

with l running over all integers. The waves k ± N, k ± 3N and so on have cancelled. The transform is unnormalised, so the estimate of c_k itself is this value divided by N.

More generally, the phase-corrected mean over P ≥ 1 meshes displaced by s/P, with s = 0, …, P−1, leaves only the waves k + lPN.

## Charge assignment and the signed wave number

A code relies on the identity when it assigns the same particles to two meshes and averages the phase-corrected transforms to reduce aliasing in the reciprocal-space density. The result bears on that step of particle-mesh electrostatics for a one-dimensional mesh and a density with absolutely summable amplitudes.

In such a code, f is the density after smoothing by the assignment function, so c_m contains the Fourier transform of that function. Summability stands for sufficient smoothness. Linear (cloud-in-cell) assignment satisfies it, because its amplitudes fall off as 1/m². A density with jumps, such as nearest-grid-point assignment usually produces, does not.

The number k in the phase factor must be the signed wave number. F(a, k) is unchanged when k is replaced by k + N, but exp(−πi k/N) changes sign. If a negative k is stored at array index k + N and that index is used in the phase, the average keeps the odd aliases of k and loses c_k.

## From a phase sum to the surviving waves

**One mesh sum.** For an integer n, let

S(n) = Σ_{j=0}^{N−1} exp(2πi n j/N).

If N divides n, every term is 1 and S(n) = N. Otherwise z = exp(2πi n/N) differs from 1 while z^N = 1, so

S(n) = (z^N − 1)/(z − 1) = 0.

**One displaced mesh.** Insert the series for f into F(a, k) and multiply by exp(−2πi k a/N). Each series converges absolutely, so the finite sum over j may be taken inside the sum over m:

exp(−2πi k a/N) F(a, k) = Σ_m c_m exp(2πi (m−k) a/N) S(m−k).

Only m = k + lN contributes, and for these waves (m−k)a/N = la. Hence

exp(−2πi k a/N) F(a, k) = N Σ_l c_{k+lN} exp(2πi l a).

The displacement has given the l-th alias the phase exp(2πi l a).

**The average over meshes.** Put a = s/P and take the mean over s. The alias amplitudes b_l = c_{k+lN} are absolutely summable, since different l pick out different c_m. They now form a series in s with period P:

g(s) = Σ_l b_l exp(2πi l s/P).

Applying the previous result to g, with P mesh points, wave number 0 and no displacement, gives

Σ_{s=0}^{P−1} g(s) = P Σ_l b_{lP}.

The mean of the corrected transforms is therefore

(N/P) Σ_{s=0}^{P−1} g(s) = N Σ_l c_{k+lPN}.

For P = 2 the displacements are 0 and ½, and the correction factors are 1 and exp(−πi k/N). This is the stated identity; the l-th alias is weighted by [1 + (−1)^l]/2.

**A band-limited density.** Suppose that c_m = 0 whenever |m| ≥ N, and take |k| ≤ N. For l ≠ 0,

|k + 2lN| ≥ 2N|l| − |k| ≥ N,

so only l = 0 remains and the average equals N c_k. Cloud-in-cell assignment does not provide this case: its density is piecewise linear in x, and such a function has a finite Fourier series only if it is constant.

**A wave that is not removed.** Let the only non-zero amplitude be c_{k+2N} = 1. Then c_k = 0, but the term l = 1 gives the average the value N, exactly as a unit amplitude at k would.

## Definitions and proofs in Lean

```lean
import Mathlib

open Complex
open scoped Real

namespace InterlacedMeshes

noncomputable section

/-- The field with absolutely summable Fourier amplitudes `c m` and period `N` (in mesh spacings,
`N ≥ 1`), evaluated at the position `x`. -/
def periodicField (c : ℤ → ℂ) (N : ℕ) (x : ℝ) : ℂ :=
  ∑' m : ℤ, c m * exp (2 * π * I * m * x / N)

/-- The `N`-point discrete transform (`N ≥ 1`) of the field sampled on the mesh displaced by `a`,
that is, at the positions `j + a`. -/
def meshTransform (c : ℤ → ℂ) (N : ℕ) (a : ℝ) (k : ℤ) : ℂ :=
  ∑ j ∈ Finset.range N, periodicField c N (j + a) * exp (-(2 * π * I * k * j / N))

/-- The mean of the transforms on `P` meshes displaced by `s / P`, each multiplied by the phase
that undoes its displacement (`N ≥ 1` and `P ≥ 1`). -/
def interlacedTransform (c : ℤ → ℂ) (N P : ℕ) (k : ℤ) : ℂ :=
  (∑ s ∈ Finset.range P, exp (-(2 * π * I * k * ((s / P : ℝ) : ℂ) / N)) *
    meshTransform c N (s / P) k) / P

/-- The phases of a wave `n` summed over the `N ≥ 1` mesh points give `N` if `N` divides `n`,
and zero otherwise. -/
theorem sum_phase (N : ℕ) (hN : 0 < N) (n : ℤ) :
    ∑ j ∈ Finset.range N, exp (2 * π * I * n * j / N) = if (N : ℤ) ∣ n then (N : ℂ) else 0 := by
  have hN' : (N : ℂ) ≠ 0 := by exact_mod_cast hN.ne'
  have hpow : ∀ j : ℕ, exp (2 * π * I * n * j / N) = exp (2 * π * I * n / N) ^ j := by
    intro j
    rw [← Complex.exp_nat_mul]
    congr 1
    ring
  rw [Finset.sum_congr rfl fun j _ => hpow j]
  split_ifs with h
  · have h1 : exp (2 * π * I * n / N) = 1 := by
      obtain ⟨q, hq⟩ := h
      rw [Complex.exp_eq_one_iff]
      refine ⟨q, ?_⟩
      rw [div_eq_iff hN', hq]
      push_cast
      ring
    simp only [h1, one_pow, Finset.sum_const, Finset.card_range, nsmul_eq_mul, mul_one]
  · -- a geometric series whose ratio is a non-trivial root of unity
    have hne : exp (2 * π * I * n / N) ≠ 1 := by
      intro h1
      obtain ⟨q, hq⟩ := Complex.exp_eq_one_iff.mp h1
      rw [div_eq_iff hN'] at hq
      have h2 : (n : ℂ) = N * q :=
        mul_left_cancel₀ Complex.two_pi_I_ne_zero (by linear_combination hq)
      exact h ⟨q, by exact_mod_cast h2⟩
    have h1 : exp (2 * π * I * n / N) ^ N = 1 := by
      rw [← Complex.exp_nat_mul, Complex.exp_eq_one_iff]
      exact ⟨n, by field_simp⟩
    rw [geom_sum_eq hne, h1, sub_self, zero_div]

/-- For `N ≥ 1`, different integers `l` label different aliases `k + l N` of the wave `k`. -/
theorem alias_injective (N : ℕ) (hN : 0 < N) (k : ℤ) :
    Function.Injective fun l : ℤ => k + l * N := by
  intro x y h
  have h' : k + x * N = k + y * N := h
  have hN0 : (N : ℤ) ≠ 0 := by exact_mod_cast hN.ne'
  exact mul_right_cancel₀ hN0 (add_left_cancel h')

/-- For absolutely summable amplitudes and `N ≥ 1`, displacing the mesh by `a` gives the alias
`k + l N` the phase `exp (2 π i l a)` in the phase-corrected transform. -/
theorem shifted_mesh (c : ℤ → ℂ) (hc : Summable fun m => ‖c m‖) (N : ℕ) (hN : 0 < N)
    (a : ℝ) (k : ℤ) :
    exp (-(2 * π * I * k * a / N)) * meshTransform c N a k =
      N * ∑' l : ℤ, c (k + l * N) * exp (2 * π * I * l * a) := by
  have hN' : (N : ℂ) ≠ 0 := by exact_mod_cast hN.ne'
  have hphase : ∀ (m : ℤ) (x : ℝ), ‖exp (2 * π * I * m * x / N)‖ = 1 := by
    intro m x
    have h : 2 * π * I * m * x / N = ((2 * π * m * x / N : ℝ) : ℂ) * I := by
      push_cast
      ring
    rw [h, Complex.norm_exp_ofReal_mul_I]
  have hs : ∀ j : ℕ, Summable fun m : ℤ =>
      c m * exp (2 * π * I * m * ((j + a : ℝ) : ℂ) / N) := by
    intro j
    apply Summable.of_norm
    simpa only [norm_mul, hphase, mul_one] using hc
  have step1 : exp (-(2 * π * I * k * a / N)) * meshTransform c N a k =
      ∑ j ∈ Finset.range N, ∑' m : ℤ, c m * exp (2 * π * I * m * ((j + a : ℝ) : ℂ) / N) *
        (exp (-(2 * π * I * k * j / N)) * exp (-(2 * π * I * k * a / N))) := by
    unfold meshTransform periodicField
    rw [Finset.mul_sum]
    refine Finset.sum_congr rfl fun j _ => ?_
    rw [tsum_mul_right]
    ring
  -- exchange the sums and carry out the sum over mesh points
  rw [step1, ← Summable.tsum_finsetSum (fun j _ => (hs j).mul_right _)]
  have step2 : ∀ m : ℤ, ∑ j ∈ Finset.range N,
      c m * exp (2 * π * I * m * ((j + a : ℝ) : ℂ) / N) *
        (exp (-(2 * π * I * k * j / N)) * exp (-(2 * π * I * k * a / N))) =
      c m * exp (2 * π * I * ((m - k : ℤ) : ℂ) * a / N) *
        (if (N : ℤ) ∣ m - k then (N : ℂ) else 0) := by
    intro m
    rw [← sum_phase N hN (m - k), Finset.mul_sum]
    refine Finset.sum_congr rfl fun j _ => ?_
    have h : exp (2 * π * I * m * ((j + a : ℝ) : ℂ) / N) *
        (exp (-(2 * π * I * k * j / N)) * exp (-(2 * π * I * k * a / N))) =
        exp (2 * π * I * ((m - k : ℤ) : ℂ) * a / N) *
          exp (2 * π * I * ((m - k : ℤ) : ℂ) * j / N) := by
      simp only [← Complex.exp_add]
      congr 1
      push_cast
      ring
    linear_combination c m * h
  rw [tsum_congr step2]
  -- only the aliases of `k` contribute
  have hsupp : Function.support (fun m : ℤ => c m *
      exp (2 * π * I * ((m - k : ℤ) : ℂ) * a / N) *
        (if (N : ℤ) ∣ m - k then (N : ℂ) else 0)) ⊆ Set.range fun l : ℤ => k + l * N := by
    refine Function.support_subset_iff'.mpr fun m hr => ?_
    have hnd : ¬ (N : ℤ) ∣ m - k := by
      rintro ⟨q, hq⟩
      exact hr ⟨q, by linear_combination -hq⟩
    rw [if_neg hnd, mul_zero]
  refine ((alias_injective N hN k).tsum_eq hsupp).symm.trans ?_
  rw [← tsum_mul_left]
  refine tsum_congr fun l => ?_
  have hd : (N : ℤ) ∣ k + l * N - k := ⟨l, by ring⟩
  have he : exp (2 * π * I * ((k + l * N - k : ℤ) : ℂ) * a / N) = exp (2 * π * I * l * a) := by
    congr 1
    rw [div_eq_iff hN']
    push_cast
    ring
  simp only [if_pos hd, he]
  ring

/-- For absolutely summable amplitudes and `N, P ≥ 1`, the mean over `P` interlaced meshes of `N`
points contains only the aliases `k + l P N`. -/
theorem interlaced_meshes (c : ℤ → ℂ) (hc : Summable fun m => ‖c m‖) (N : ℕ) (hN : 0 < N)
    (P : ℕ) (hP : 0 < P) (k : ℤ) :
    interlacedTransform c N P k = N * ∑' l : ℤ, c (k + l * (P * N)) := by
  have hP' : (P : ℂ) ≠ 0 := by exact_mod_cast hP.ne'
  -- the displacements act as a `P`-point mesh for the alias index `l`
  have h := shifted_mesh (fun l : ℤ => c (k + l * N))
    (hc.comp_injective (alias_injective N hN k)) P hP 0 0
  simp only [meshTransform, periodicField, Int.cast_zero, Complex.ofReal_zero, mul_zero,
    zero_mul, zero_div, neg_zero, Complex.exp_zero, one_mul, mul_one, add_zero, zero_add] at h
  have hsum : ∑ s ∈ Finset.range P, exp (-(2 * π * I * k * ((s / P : ℝ) : ℂ) / N)) *
      meshTransform c N (s / P) k = N * (P * ∑' l : ℤ, c (k + l * P * N)) := by
    rw [← h, Finset.mul_sum]
    refine Finset.sum_congr rfl fun s _ => ?_
    rw [shifted_mesh c hc N hN]
    congr 1
    refine tsum_congr fun l => ?_
    have he : 2 * π * I * l * ((s / P : ℝ) : ℂ) = 2 * π * I * l * ((s : ℝ) : ℂ) / P := by
      push_cast
      ring
    rw [he]
  have ht : ∑' l : ℤ, c (k + l * P * N) = ∑' l : ℤ, c (k + l * (P * N)) :=
    tsum_congr fun l => by rw [mul_assoc]
  rw [interlacedTransform, hsum, ht, div_eq_iff hP']
  ring

/-- For absolutely summable amplitudes and `N ≥ 1`, averaging the transform on a mesh with the
phase-corrected one on the mesh displaced by half a spacing leaves only the aliases `k + 2 l N`. -/
theorem two_interlaced_meshes (c : ℤ → ℂ) (hc : Summable fun m => ‖c m‖) (N : ℕ) (hN : 0 < N)
    (k : ℤ) :
    (meshTransform c N 0 k + exp (-(π * I * k / N)) * meshTransform c N (1 / 2) k) / 2 =
      N * ∑' l : ℤ, c (k + 2 * l * N) := by
  have h := interlaced_meshes c hc N hN 2 two_pos k
  have h0 : ((0 : ℕ) : ℝ) / ((2 : ℕ) : ℝ) = 0 := by simp
  have h1 : ((1 : ℕ) : ℝ) / ((2 : ℕ) : ℝ) = 1 / 2 := by norm_num
  rw [interlacedTransform, Finset.sum_range_succ, Finset.sum_range_one, h0, h1] at h
  have e0 : exp (-(2 * π * I * k * ((0 : ℝ) : ℂ) / N)) = 1 := by simp
  have e1 : exp (-(2 * π * I * k * ((1 / 2 : ℝ) : ℂ) / N)) = exp (-(π * I * k / N)) := by
    congr 1
    push_cast
    ring
  have ht : ∑' l : ℤ, c (k + l * (((2 : ℕ) : ℤ) * N)) = ∑' l : ℤ, c (k + 2 * l * N) :=
    tsum_congr fun l => by
      congr 1
      push_cast
      ring
  rw [e0, e1, one_mul, ht] at h
  rw [← h, Nat.cast_ofNat]

/-- If the field has no waves with `|m| ≥ N`, where `N ≥ 1`, two interlaced meshes of `N` points
give `N` times the exact amplitude for every `|k| ≤ N`. -/
theorem band_limited_exact (c : ℤ → ℂ) (N : ℕ) (hN : 0 < N)
    (hband : ∀ m : ℤ, (N : ℤ) ≤ |m| → c m = 0) (k : ℤ) (hk : |k| ≤ N) :
    (meshTransform c N 0 k + exp (-(π * I * k / N)) * meshTransform c N (1 / 2) k) / 2 =
      N * c k := by
  have hc : Summable fun m => ‖c m‖ := by
    refine (hasSum_sum_of_ne_finset_zero (s := Finset.Icc (-(N : ℤ)) N) fun m hm => ?_).summable
    rw [hband m, norm_zero]
    by_contra hlt
    have h := abs_lt.mp (not_le.mp hlt)
    exact hm (Finset.mem_Icc.mpr ⟨h.1.le, h.2.le⟩)
  have hN0 : (0 : ℤ) < N := by exact_mod_cast hN
  obtain ⟨hk1, hk2⟩ := abs_le.mp hk
  -- every surviving alias `k + 2 l N` with `l ≠ 0` lies outside the band
  have hz : ∀ l : ℤ, l ≠ 0 → c (k + 2 * l * N) = 0 := by
    intro l hl
    apply hband
    rcases lt_or_gt_of_ne hl with h | h
    · have h' : l + 1 ≤ 0 := by omega
      exact le_abs.mpr (Or.inr (by nlinarith))
    · have h' : 0 ≤ l - 1 := by omega
      exact le_abs.mpr (Or.inl (by nlinarith))
  rw [two_interlaced_meshes c hc N hN k, tsum_eq_single 0 hz]
  simp

/-- A field made of the single wave `k + 2 N`, with `N ≥ 1`, has no amplitude at `k`, yet two
interlaced meshes of `N` points give the value `N` there. -/
theorem second_alias_survives (N : ℕ) (hN : 0 < N) (k : ℤ) :
    let c : ℤ → ℂ := Pi.single (k + 2 * N) 1
    c k = 0 ∧
      (meshTransform c N 0 k + exp (-(π * I * k / N)) * meshTransform c N (1 / 2) k) / 2 = N := by
  intro c
  have hN0 : (N : ℤ) ≠ 0 := by exact_mod_cast hN.ne'
  have hz : ∀ m : ℤ, m ≠ k + 2 * N → c m = 0 := by
    intro m hm
    change (Pi.single (k + 2 * (N : ℤ)) (1 : ℂ) : ℤ → ℂ) m = 0
    rw [Pi.single_apply, if_neg hm]
  have hone : c (k + 2 * 1 * N) = 1 := by
    change (Pi.single (k + 2 * (N : ℤ)) (1 : ℂ) : ℤ → ℂ) (k + 2 * 1 * N) = 1
    rw [Pi.single_apply, if_pos (by ring)]
  have hc : Summable fun m => ‖c m‖ := by
    refine (hasSum_sum_of_ne_finset_zero (s := {k + 2 * (N : ℤ)}) fun m hm => ?_).summable
    rw [hz m (fun h => hm (Finset.mem_singleton.mpr h)), norm_zero]
  refine ⟨hz k (by omega), ?_⟩
  have hl : ∀ l : ℤ, l ≠ 1 → c (k + 2 * l * N) = 0 := by
    intro l hl
    refine hz _ fun h => hl ?_
    exact mul_right_cancel₀ hN0 (by linarith : l * (N : ℤ) = 1 * N)
  rw [two_interlaced_meshes c hc N hN k, tsum_eq_single 1 hl, hone, mul_one]

end

end InterlacedMeshes
```

```lean
#print axioms InterlacedMeshes.two_interlaced_meshes
#print axioms InterlacedMeshes.band_limited_exact
#print axioms InterlacedMeshes.second_alias_survives
```

```
'InterlacedMeshes.two_interlaced_meshes' depends on axioms: [propext, Classical.choice, Quot.sound]
'InterlacedMeshes.band_limited_exact' depends on axioms: [propext, Classical.choice, Quot.sound]
'InterlacedMeshes.second_alias_survives' depends on axioms: [propext, Classical.choice, Quot.sound]
```

`periodicField c N x` is f(x), `meshTransform c N a k` is F(a, k), and `interlacedTransform c N P k` is the phase-corrected mean over P meshes. The amplitudes are a function `c : ℤ → ℂ`, so a real density is a special case. The sign `∑'` denotes a sum over all integers, and `Summable fun m => ‖c m‖` is the condition on the amplitudes.

`sum_phase` evaluates S(n). Its two cases are the constant sum and the geometric series, the latter summed by `geom_sum_eq`. `alias_injective` says that different l give different waves k + lN, so none is counted twice when the sum over m becomes a sum over l.

`shifted_mesh` is the formula for one displaced mesh. Since all phases have modulus 1, `hs` obtains convergence from the summability of c. `Summable.tsum_finsetSum` then exchanges the sums, `step2` carries out the sum over mesh points, and `hsupp` shows that only aliases of k remain.

`interlaced_meshes` uses `shifted_mesh` twice: once for each physical displacement, and once with P in place of N for the series in the alias index. `two_interlaced_meshes` sets P = 2 and simplifies the phases.

In `band_limited_exact` summability is derived, since only finitely many amplitudes can be non-zero. `tsum_eq_single` then picks out l = 0. The same lemma picks out l = 1 in `second_alias_survives`, where `Pi.single (k + 2 * N) 1` is the single wave of unit amplitude.

## What carries over to a running code

The theorems guarantee the identity for every N ≥ 1, every integer k and all absolutely summable amplitudes, including the sign of the phase and the factor N. They also guarantee exact recovery of N c_k under the band condition. Interlacing alone does not guarantee accuracy: the wave at k + 2N passes through at full weight. For k = −N that wave is m = N, so the band condition can't be weakened to admit m = N while the range |k| ≤ N is kept.

The step from the model to a code is the identification of the mesh charges with samples of one and the same function f. It holds when the particles are assigned afresh to the displaced mesh, with the same assignment function and with periodic wrapping. Copying or interpolating the charges of the first mesh does not in general supply the samples f(j + ½).

The mesh is one-dimensional, and the numbers are real and complex numbers without rounding. The theorems contain no bound on the size of the surviving aliases. They concern the transform of the density, and say nothing about dividing out the assignment function, solving for the potential or interpolating forces back to the particles.
